# For orthonormal orbitals, exchange terms with different permutations vanish in the average of a one-body observable diagonal in the detection basis

The columns of `V` are `n` orthonormal orbitals on `m` sites, and the permutations `σ` and `τ` each assign the orbitals to `n` non-interacting particles. The theorem `exchange_terms` takes the product of the conjugated `σ` amplitude and the `τ` amplitude, weights it by a function `h` of the site of particle `i`, and sums over all lists of detection sites. The result is zero if `σ` and `τ` differ, and otherwise the average of `h` in the orbital `σ i`, the sum of `h k` times `|V k (σ i)|²`. The proof factorises the sum into one-particle sums, with `h` only in that of particle `i`, and turns the others into zeros and ones by orthonormality. Two different permutations must differ at some particle other than `i`, which supplies a factor zero; the equal case is left to `simp`.

The first attempt, which Lean rejects:

```lean
import Mathlib

open Finset Matrix
open scoped ComplexConjugate

namespace ExchangeTerms

noncomputable section

variable {m n : ℕ}

/-- A sum over all detection lists of a product of one-particle factors, with an observable
`h` read off at particle `i`, splits into one-particle sums. -/
theorem sum_prod_marked {R : Type*} [CommRing R] (a : Fin n → Fin m → R)
    (h : Fin m → R) (i : Fin n) :
    ∑ f : Fin n → Fin m, (∏ l, a l (f l)) * h (f i) =
      (∑ k, a i k * h k) * ∏ l ∈ univ.erase i, ∑ k, a l k := by
  calc _ = ∑ f : Fin n → Fin m, ∏ l, (a l (f l) * if l = i then h (f l) else 1) := by
        refine sum_congr rfl fun f _ => ?_
        rw [prod_mul_distrib]
        simp
    _ = ∏ l, ∑ k, (a l k * if l = i then h k else 1) := by
        rw [prod_univ_sum, Fintype.piFinset_univ]
    _ = _ := by
        rw [← mul_prod_erase univ _ (mem_univ i)]
        congr 1
        · simp
        · refine prod_congr rfl fun l hl => ?_
          simp [ne_of_mem_erase hl]

/-- For orthonormal columns, two exchange terms `σ` and `τ` interfere in a one-body
average only if they are the same permutation. -/
theorem exchange_terms (V : Matrix (Fin m) (Fin n) ℂ) (hV : Vᴴ * V = 1)
    (h : Fin m → ℂ) (σ τ : Equiv.Perm (Fin n)) (i : Fin n) :
    ∑ f : Fin n → Fin m, (∏ l, conj (V (f l) (σ l)) * V (f l) (τ l)) * h (f i) =
      if σ = τ then ∑ k, h k * (‖V k (σ i)‖ : ℂ) ^ 2 else 0 := by
  have orth : ∀ a b, ∑ k, conj (V k a) * V k b = if a = b then 1 else 0 := by
    intro a b
    have := congrFun (congrFun hV a) b
    simpa [Matrix.mul_apply, Matrix.one_apply] using this
  refine (sum_prod_marked (fun l k => conj (V k (σ l)) * V k (τ l)) h i).trans ?_
  simp only [orth]
  by_cases hst : σ = τ
  · subst hst
    simp [Complex.conj_mul', mul_comm]
  · -- distinct permutations already differ at some unmarked particle
    have hex : ∃ l, l ≠ i ∧ σ l ≠ τ l := by
      by_contra hc
      have hc' : ∀ l, l ≠ i → σ l = τ l :=
        fun l hl => by_contra fun hne => hc ⟨l, hl, hne⟩
      have hi : σ i = τ i := by
        by_contra hne
        have hj : σ.symm (τ i) ≠ i := fun e => hne (σ.symm_apply_eq.mp e).symm
        have h2 := hc' _ hj
        rw [Equiv.apply_symm_apply] at h2
        exact hj (τ.injective h2).symm
      apply hst
      refine Equiv.ext fun l => ?_
      by_cases hl : l = i
      · rw [hl, hi]
      · exact hc' l hl
    obtain ⟨l, hl, hne⟩ := hex
    rw [prod_eq_zero (mem_erase.mpr ⟨hl, mem_univ l⟩) (if_neg hne), mul_zero, if_neg hst]

end

end ExchangeTerms
```

Lean reports:

```
Main.lean:44:2: error: unsolved goals
case pos
m n : ℕ
V : Matrix (Fin m) (Fin n) ℂ
hV : Vᴴ * V = 1
h : Fin m → ℂ
σ : Equiv.Perm (Fin n)
i : Fin n
orth : ∀ (a b : Fin n), ∑ k, (starRingEnd ℂ) (V k a) * V k b = if a = b then 1 else 0
⊢ ∑ x, h x * (V x (σ i) * (starRingEnd ℂ) (V x (σ i))) = ∑ k, h k * ↑‖V k (σ i)‖ ^ 2
Main.lean:45:10: warning: This simp argument is unused:
  Complex.conj_mul'

Hint: Omit it from the simp argument list.
  [apply] simp [mul_comm]

Note: This linter can be disabled with `set_option linter.unusedSimpArgs false`
```

Lean accepts the file once it reads:

```diff
@@ -43,5 +43,6 @@
   by_cases hst : σ = τ
   · subst hst
-    simp [Complex.conj_mul', mul_comm]
+    simp only [eq_self, if_true, prod_const_one, mul_one, Complex.conj_mul']
+    exact sum_congr rfl fun k _ => mul_comm _ _
   · -- distinct permutations already differ at some unmarked particle
     have hex : ∃ l, l ≠ i ∧ σ l ≠ τ l := by
```

Diagnosis. The error is in the case `σ = τ`. `simp` has reduced the goal to an equality of two sums over sites, but on the left it still has `V x (σ i)` times its conjugate, where the right has the squared norm.

The lemma that should join them, `Complex.conj_mul'`, rewrites a product with the conjugate on the left. `mul_comm`, given to the same `simp` call, put the conjugate on the right, where the lemma's pattern does not match. Hence the warning that `Complex.conj_mul'` is unused. The hint to omit it would silence the warning but leave the goal unsolved.

The repair keeps `mul_comm` out of the simplification. `simp only` resolves the `if`s, removes the product of ones, and applies `Complex.conj_mul'` while the conjugate is still on the left. The two sums then differ only in the order of `h k` and the squared norm, and the new last line swaps these term by term with `sum_congr` and `mul_comm`.
